# The mean of exp(s x²) over a standard normal variable is (1 − 2s)^(−1/2) when 2s < 1

The theorem `mean_exp_sq` concerns a single real Gaussian variable x, with mean 0 and variance 1, and a real number s with 2s < 1. It states that the average of exp(s x²) over this distribution is (1 − 2s)^(−1/2). The attempt writes the average as an ordinary integral against the normal density and uses `density_mul_exp` to merge the two exponentials into one Gaussian. It then evaluates the Gaussian integral and tries to cancel the factor √(2π) against the normalisation of the density.

An attempt in Lean 4 with a fault in it:

```lean
import Mathlib

open MeasureTheory ProbabilityTheory Matrix

namespace MeanExpSq

noncomputable section

/-- The standard normal density times `exp (s x²)` equals `(√(2π))⁻¹ exp (-(1/2 - s) x²)`. -/
theorem density_mul_exp (s x : ℝ) :
    gaussianPDFReal 0 1 x • Real.exp (s * x ^ 2) =
      (√(2 * Real.pi))⁻¹ * Real.exp (-(1 / 2 - s) * x ^ 2) := by
  simp only [gaussianPDFReal, smul_eq_mul, NNReal.coe_one, mul_one, sub_zero]
  rw [mul_assoc, ← Real.exp_add]
  congr 2
  ring

/-- For one standard normal variable `x` and `2 s < 1`, the mean of `exp (s x²)` is
`(1 - 2 s)^(-1/2)`. -/
theorem mean_exp_sq {s : ℝ} (hs : 2 * s < 1) :
    ∫ x, Real.exp (s * x ^ 2) ∂(gaussianReal 0 1) = (1 - 2 * s) ^ (-1 / 2 : ℝ) := by
  have hpos : 0 < 1 - 2 * s := by linarith
  have hne : 1 - 2 * s ≠ 0 := hpos.ne'
  have hq : Real.pi / (1 / 2 - s) = 2 * Real.pi * (1 - 2 * s)⁻¹ := by
    rw [show 1 / 2 - s = (1 - 2 * s) / 2 by ring]
    field_simp
  have hr : √(2 * Real.pi) ≠ 0 := by positivity
  rw [integral_gaussianReal_eq_integral_smul one_ne_zero]
  simp_rw [density_mul_exp]
  rw [integral_const_mul, integral_gaussian, hq, Real.sqrt_mul (by positivity),
    Real.sqrt_inv, inv_mul_cancel_left₀ hr, show (-1 / 2 : ℝ) = -(1 / 2) by norm_num,
    Real.rpow_neg hpos.le, ← Real.sqrt_eq_rpow]

end

end MeanExpSq
```

Messages:

```
Main.lean:31:4: error: Tactic `rewrite` failed: Did not find an occurrence of the pattern
  √?x⁻¹
in the target expression
  (√2 * √Real.pi)⁻¹ * √(2 * Real.pi * (1 - 2 * s)⁻¹) = (1 - 2 * s) ^ (-1 / 2)

s : ℝ
hs : 2 * s < 1
hpos : 0 < 1 - 2 * s
hne : 1 - 2 * s ≠ 0
hq : Real.pi / (1 / 2 - s) = 2 * Real.pi * (1 - 2 * s)⁻¹
hr : √(2 * Real.pi) ≠ 0
⊢ (√2 * √Real.pi)⁻¹ * √(2 * Real.pi * (1 - 2 * s)⁻¹) = (1 - 2 * s) ^ (-1 / 2)
```

As a diff, the version that Lean accepts:

```diff
@@ -28,5 +28,6 @@
   rw [integral_gaussianReal_eq_integral_smul one_ne_zero]
   simp_rw [density_mul_exp]
-  rw [integral_const_mul, integral_gaussian, hq, Real.sqrt_mul (by positivity),
+  rw [integral_const_mul, integral_gaussian, hq,
+    Real.sqrt_mul (show (0 : ℝ) ≤ 2 * Real.pi by positivity) (1 - 2 * s)⁻¹,
     Real.sqrt_inv, inv_mul_cancel_left₀ hr, show (-1 / 2 : ℝ) = -(1 / 2) by norm_num,
     Real.rpow_neg hpos.le, ← Real.sqrt_eq_rpow]
```

The error is reported at `Real.sqrt_inv`, which looks for the square root of an inverse, but the fault lies in the rewrite before it. In `Real.sqrt_mul (by positivity)` neither factor is named, so the pattern is the root of any product. The first match is the √(2π) in the normalisation, and that is what gets split, into `√2 * √Real.pi`. The root that was meant to be split, `√(2 * Real.pi * (1 - 2 * s)⁻¹)`, stays whole. The goal therefore contains no root of an inverse standing alone, and `Real.sqrt_inv` finds nothing to rewrite.

The repair names both factors: `2 * Real.pi`, through the type of the positivity proof, and `(1 - 2 * s)⁻¹`, as an explicit argument. Now only the intended root is split, and the normalisation keeps its form `(√(2 * Real.pi))⁻¹`. `Real.sqrt_inv` then has its target, and `inv_mul_cancel_left₀ hr` can cancel √(2π), since `hr` is stated for exactly that root. The new line break is mere tidying.
